# With a uniform-gas kinetic energy density, TPSS and PBE correlation differ only from fourth order in the gradient

A TPSS correlation routine can be tested against the PBE routine it calls. Evaluate both at a fixed density and a small gradient, with the kinetic energy density set to its uniform-gas value, and subtract. Then halve the gradient and repeat. The difference should shrink by a factor that approaches 16, unless its leading coefficient happens to be zero. This note derives that power and its coefficient for the correlation energy per electron at a single point, assuming that the quantities entering the formula converge as the gradient vanishes.

## The energy difference and its leading coefficient

Fix a density n > 0 and a gradient magnitude g, and let the actual gradient be t g. The number t is a scaling parameter, not the reduced gradient that PBE correlation also calls t. Write

e(t) for the PBE correlation energy per electron,

m(t) for its spin-resolved companion, the density-weighted spin average in the TPSS formula,

C(t) for the TPSS coefficient that depends on spin polarisation,

d for the constant coefficient of the cubic term,

τ(t) for the kinetic energy density, and z = τ_W/τ for its ratio with the Weizsäcker value τ_W = (t g)²/(8n).

TPSS first forms the revPKZB energy r and then corrects it:

r = e (1 + C z²) − (1 + C) z² m

ε_TPSS = r (1 + d r z³)

Suppose that e, m and C tend to e₀, m₀ and C₀, and that τ tends to the Thomas–Fermi value of a spin-unpolarised gas. With the Fermi wavevector k_F = (3π²n)^(1/3) and the reduced gradient s = g/(2 k_F n), the result is

(ε_TPSS − e)/t⁴ → (5s²/3)² (C₀e₀ − (1 + C₀)m₀) as t → 0, t ≠ 0.

It follows that PBE and TPSS have the same second-order gradient coefficient, if either has one.

## What the scaling test detects

The limit predicts both a power and a prefactor, and they respond to different errors. If the routine uses z where revPKZB has z², the difference generally falls by 4 instead of 16 when the gradient is halved. If τ is passed without its conventional factor 1/2, it is twice too large and z is halved: the power stays right, but the prefactor is a quarter of what it should be. The constant d does not enter the limit, so an error in it shows up only in the remainder.

For slowly varying regions of a solid, the result says that replacing PBE correlation by TPSS correlation leaves the local second-order gradient term alone, within the idealisation that τ approaches its uniform-gas value.

## From the energy formula to the fourth power

Collect the z² terms in r:

r = e + z² (C e − (1 + C) m)

Expanding the TPSS formula gives ε_TPSS = r + d z³ r², hence the exact identity

ε_TPSS − e = z² (C e − (1 + C) m) + d z³ r².

Now suppose that z/t² → w. Then z = (z/t²) t² → 0, and r → e₀. Dividing the identity by t⁴ gives

(ε_TPSS − e)/t⁴ = (z/t²)² (C e − (1 + C) m) + d (z/t²)² z r².

The first term tends to w² (C₀e₀ − (1 + C₀)m₀). The second contains an extra factor z and tends to zero.

For the second-order coefficient, multiply the fourth-order quotient by t². This shows that (ε_TPSS − e)/t² → 0. Since

(ε_TPSS − e₀)/t² = (e − e₀)/t² + (ε_TPSS − e)/t²,

the left side tends to a number β exactly when (e − e₀)/t² does.

It remains to find w. The Thomas–Fermi density is τ_TF = (3/10) k_F² n, so

z/t² = g²/(8nτ) → g²/(8nτ_TF) = 5g²/(12 k_F² n²) = 5s²/3,

where the last step uses s² = g²/(4 k_F² n²). Substituting w = 5s²/3 gives the stated limit. It is zero exactly when s = 0, which means g = 0, or when C₀e₀ = (1 + C₀)m₀.

## Numbers at two gradients

Take s² = 0.6, so that w = 1, and set τ = τ_TF, so that z = t². Choose the illustrative constants C = 0.5, d = 3, e = −0.04 and m = −0.03 in atomic units, held fixed as t changes. The predicted coefficient is

0.5 · (−0.04) − 1.5 · (−0.03) = 0.025.

At t = 0.1, z = 0.01 and r = −0.0399975. The z² term is 2.5 × 10⁻⁶ and the z³ term about 4.8 × 10⁻⁹. Their sum divided by t⁴ = 10⁻⁴ is 0.025048.

At t = 0.05, the two terms are 1.5625 × 10⁻⁷ and about 7.5 × 10⁻¹¹, and the quotient is 0.025012. The energy difference has fallen by a factor of about 16.02.

In floating-point arithmetic, a very small t spoils the test, because two nearly equal energies are subtracted. The right side of the exact identity avoids that subtraction and can serve as the reference value.

## The Lean file

```lean
import Mathlib

open Filter Topology

namespace TPSSSlowlyVarying

noncomputable section

/-- The revPKZB correlation energy per electron, built from the PBE value `e`, the
spin-resolved companion `m`, the coefficient `C` and the kinetic energy ratio `z`. -/
def revPKZB (C e m z : ℝ) : ℝ := e * (1 + C * z ^ 2) - (1 + C) * z ^ 2 * m

/-- The TPSS correlation energy per electron, with `d` the coefficient of the cubic term. -/
def tpss (C d e m z : ℝ) : ℝ :=
  revPKZB C e m z * (1 + d * revPKZB C e m z * z ^ 3)

/-- The Fermi wavevector of a spin-unpolarised uniform electron gas of density `n ≥ 0`, in atomic
units. -/
def kF (n : ℝ) : ℝ := (3 * Real.pi ^ 2 * n) ^ (1 / 3 : ℝ)

/-- The Thomas–Fermi kinetic energy density at density `n ≥ 0`. -/
def tauTF (n : ℝ) : ℝ := 3 / 10 * kF n ^ 2 * n

/-- The Weizsäcker kinetic energy density at density `n > 0` and gradient magnitude `g`. -/
def tauW (n g : ℝ) : ℝ := g ^ 2 / (8 * n)

/-- The reduced density gradient `s` at density `n > 0` and gradient magnitude `g`. -/
def reducedGradient (n g : ℝ) : ℝ := g / (2 * kF n * n)

/-- The Fermi wavevector is positive at positive density. -/
theorem kF_pos {n : ℝ} (hn : 0 < n) : 0 < kF n :=
  Real.rpow_pos_of_pos (by positivity) _

/-- The difference between TPSS and PBE correlation is a term with prefactor `z ^ 2`
plus a term with prefactor `z ^ 3`. -/
theorem tpss_sub_pbe (C d e m z : ℝ) :
    tpss C d e m z - e =
      z ^ 2 * (C * e - (1 + C) * m) + d * z ^ 3 * revPKZB C e m z ^ 2 := by
  unfold tpss revPKZB
  ring

/-- If `z / t ^ 2` tends to `w` and `C`, `e`, `m` tend to `C₀`, `e₀`, `m₀` as `t` tends to `0`, then
TPSS minus PBE correlation, divided by `t ^ 4`, tends to `w ^ 2 (C₀ e₀ - (1 + C₀) m₀)`. -/
theorem tendsto_fourth_order {C e m z : ℝ → ℝ} {C₀ e₀ m₀ w : ℝ} (d : ℝ)
    (hC : Tendsto C (𝓝[≠] 0) (𝓝 C₀)) (he : Tendsto e (𝓝[≠] 0) (𝓝 e₀))
    (hm : Tendsto m (𝓝[≠] 0) (𝓝 m₀))
    (hz : Tendsto (fun t => z t / t ^ 2) (𝓝[≠] 0) (𝓝 w)) :
    Tendsto (fun t => (tpss (C t) d (e t) (m t) (z t) - e t) / t ^ 4) (𝓝[≠] 0)
      (𝓝 (w ^ 2 * (C₀ * e₀ - (1 + C₀) * m₀))) := by
  have ht : Tendsto (fun t : ℝ => t) (𝓝[≠] 0) (𝓝 0) :=
    Filter.Tendsto.mono_left Filter.tendsto_id nhdsWithin_le_nhds
  -- the kinetic energy ratio itself vanishes in the limit
  have hz0 : Tendsto z (𝓝[≠] 0) (𝓝 0) := by
    have h := hz.mul (ht.pow 2)
    rw [show w * (0 : ℝ) ^ 2 = 0 by ring] at h
    refine h.congr' ?_
    filter_upwards [self_mem_nhdsWithin] with t h0
    exact div_mul_cancel₀ _ (pow_ne_zero 2 h0)
  have hr : Tendsto (fun t => revPKZB (C t) (e t) (m t) (z t)) (𝓝[≠] 0)
      (𝓝 (revPKZB C₀ e₀ m₀ 0)) := by
    unfold revPKZB
    exact (he.mul ((hC.mul (hz0.pow 2)).const_add 1)).sub
      (((hC.const_add 1).mul (hz0.pow 2)).mul hm)
  -- the quadratic term survives, the cubic one carries an extra factor z
  have h := ((hz.pow 2).mul ((hC.mul he).sub ((hC.const_add 1).mul hm))).add
    ((((hz.pow 2).mul hz0).mul (hr.pow 2)).const_mul d)
  simp only [mul_zero, zero_mul, add_zero] at h
  refine h.congr ?_
  intro t
  simp only [tpss_sub_pbe]
  ring

/-- If `z / t ^ 2`, `C`, `e` and `m` have limits as `t` tends to `0`, with `e` tending to `e₀`, PBE
correlation has the second-order gradient coefficient `β` exactly when TPSS correlation has it. -/
theorem second_order_iff {C e m z : ℝ → ℝ} {C₀ e₀ m₀ w : ℝ} (d β : ℝ)
    (hC : Tendsto C (𝓝[≠] 0) (𝓝 C₀)) (he : Tendsto e (𝓝[≠] 0) (𝓝 e₀))
    (hm : Tendsto m (𝓝[≠] 0) (𝓝 m₀))
    (hz : Tendsto (fun t => z t / t ^ 2) (𝓝[≠] 0) (𝓝 w)) :
    Tendsto (fun t => (tpss (C t) d (e t) (m t) (z t) - e₀) / t ^ 2) (𝓝[≠] 0) (𝓝 β) ↔
      Tendsto (fun t => (e t - e₀) / t ^ 2) (𝓝[≠] 0) (𝓝 β) := by
  have ht : Tendsto (fun t : ℝ => t) (𝓝[≠] 0) (𝓝 0) :=
    Filter.Tendsto.mono_left Filter.tendsto_id nhdsWithin_le_nhds
  -- at second order the two functionals differ by something that vanishes
  have hD : Tendsto (fun t => (tpss (C t) d (e t) (m t) (z t) - e t) / t ^ 2)
      (𝓝[≠] 0) (𝓝 0) := by
    have h := (tendsto_fourth_order d hC he hm hz).mul (ht.pow 2)
    rw [show w ^ 2 * (C₀ * e₀ - (1 + C₀) * m₀) * (0 : ℝ) ^ 2 = 0 by ring] at h
    refine h.congr' ?_
    filter_upwards [self_mem_nhdsWithin] with t h0
    have h1 : t ≠ 0 := h0
    rw [div_mul_eq_mul_div, div_eq_div_iff (pow_ne_zero 4 h1) (pow_ne_zero 2 h1)]
    ring
  constructor
  · intro h
    have h2 := h.sub hD
    rw [sub_zero] at h2
    exact h2.congr (fun t => by ring)
  · intro h
    have h2 := h.add hD
    rw [add_zero] at h2
    exact h2.congr (fun t => by ring)

/-- For PBE ingredients continuous at `t = 0`, constant `C` and `z = w t ^ 2`, TPSS minus PBE
correlation, divided by `t ^ 4`, tends to `w ^ 2 (C e(0) - (1 + C) m(0))`. -/
theorem tendsto_of_quadratic_ratio {e m : ℝ → ℝ} (C d w : ℝ)
    (he : ContinuousAt e 0) (hm : ContinuousAt m 0) :
    Tendsto (fun t => (tpss C d (e t) (m t) (w * t ^ 2) - e t) / t ^ 4) (𝓝[≠] 0)
      (𝓝 (w ^ 2 * (C * e 0 - (1 + C) * m 0))) := by
  have hz : Tendsto (fun t : ℝ => w * t ^ 2 / t ^ 2) (𝓝[≠] 0) (𝓝 w) := by
    refine (tendsto_const_nhds (x := w)).congr' ?_
    filter_upwards [self_mem_nhdsWithin] with t h0
    exact (mul_div_cancel_right₀ w (pow_ne_zero 2 h0)).symm
  exact tendsto_fourth_order (C := fun _ => C) (z := fun t => w * t ^ 2) d
    tendsto_const_nhds (he.tendsto.mono_left nhdsWithin_le_nhds)
    (hm.tendsto.mono_left nhdsWithin_le_nhds) hz

/-- At density `n > 0` and gradient `t g`, if the kinetic energy density tends to the
Thomas–Fermi value, then the ratio `τ_W / τ` divided by `t ^ 2` tends to `5 s ^ 2 / 3`. -/
theorem tendsto_kinetic_ratio {τ : ℝ → ℝ} {n : ℝ} (g : ℝ) (hn : 0 < n)
    (hτ : Tendsto τ (𝓝[≠] 0) (𝓝 (tauTF n))) :
    Tendsto (fun t => tauW n (t * g) / τ t / t ^ 2) (𝓝[≠] 0)
      (𝓝 (5 / 3 * reducedGradient n g ^ 2)) := by
  have hk := kF_pos hn
  have hTF : tauTF n ≠ 0 := by
    unfold tauTF
    positivity
  have hlim : tauW n g / tauTF n = 5 / 3 * reducedGradient n g ^ 2 := by
    unfold tauW tauTF reducedGradient
    ring
  rw [← hlim]
  refine ((tendsto_const_nhds (x := tauW n g)).div hτ hTF).congr' ?_
  filter_upwards [self_mem_nhdsWithin] with t h0
  -- the Weizsäcker density is quadratic in the gradient
  have hW : tauW n (t * g) = t ^ 2 * tauW n g := by
    unfold tauW
    ring
  show tauW n g / τ t = tauW n (t * g) / τ t / t ^ 2
  rw [hW, mul_div_assoc, mul_div_cancel_left₀ _ (pow_ne_zero 2 h0)]

/-- At density `n > 0` and gradient `t g`, let `τ` tend to the Thomas–Fermi value and `C`, `e`, `m`
to `C₀`, `e₀`, `m₀` as `t` tends to `0`. Then TPSS minus PBE correlation, divided by `t ^ 4`, tends
to `(5 s ^ 2 / 3) ^ 2 (C₀ e₀ - (1 + C₀) m₀)`. -/
theorem tpss_slowly_varying {C e m τ : ℝ → ℝ} {C₀ e₀ m₀ n : ℝ} (d g : ℝ) (hn : 0 < n)
    (hC : Tendsto C (𝓝[≠] 0) (𝓝 C₀)) (he : Tendsto e (𝓝[≠] 0) (𝓝 e₀))
    (hm : Tendsto m (𝓝[≠] 0) (𝓝 m₀)) (hτ : Tendsto τ (𝓝[≠] 0) (𝓝 (tauTF n))) :
    Tendsto (fun t => (tpss (C t) d (e t) (m t) (tauW n (t * g) / τ t) - e t) / t ^ 4)
      (𝓝[≠] 0)
      (𝓝 ((5 / 3 * reducedGradient n g ^ 2) ^ 2 * (C₀ * e₀ - (1 + C₀) * m₀))) :=
  tendsto_fourth_order (z := fun t => tauW n (t * g) / τ t) d hC he hm
    (tendsto_kinetic_ratio g hn hτ)

/-- At density `n > 0` and gradient `t g`, let `τ` tend to the Thomas–Fermi value and `C`, `e`, `m`
to `C₀`, `e₀`, `m₀` as `t` tends to `0`. Then TPSS minus PBE correlation, divided by `t ^ 4`, tends
to `0` exactly when `g = 0` or `C₀ e₀ = (1 + C₀) m₀`. -/
theorem fourth_order_agreement_iff {C e m τ : ℝ → ℝ} {C₀ e₀ m₀ n : ℝ} (d g : ℝ)
    (hn : 0 < n) (hC : Tendsto C (𝓝[≠] 0) (𝓝 C₀)) (he : Tendsto e (𝓝[≠] 0) (𝓝 e₀))
    (hm : Tendsto m (𝓝[≠] 0) (𝓝 m₀)) (hτ : Tendsto τ (𝓝[≠] 0) (𝓝 (tauTF n))) :
    Tendsto (fun t => (tpss (C t) d (e t) (m t) (tauW n (t * g) / τ t) - e t) / t ^ 4)
      (𝓝[≠] 0) (𝓝 0) ↔ g = 0 ∨ C₀ * e₀ = (1 + C₀) * m₀ := by
  have h := tpss_slowly_varying d g hn hC he hm hτ
  constructor
  · intro h0
    -- limits are unique, so the fourth-order coefficient must vanish
    rcases mul_eq_zero.mp (tendsto_nhds_unique h h0) with hs | hc
    · left
      by_contra hg
      have hk := kF_pos hn
      have hs' : reducedGradient n g ≠ 0 :=
        div_ne_zero hg (by positivity)
      exact absurd hs (by positivity)
    · exact Or.inr (sub_eq_zero.mp hc)
  · rintro (hg | hc)
    · have hs : reducedGradient n g = 0 := by
        rw [hg, reducedGradient, zero_div]
      rw [hs, show (5 / 3 * (0 : ℝ) ^ 2) ^ 2 * (C₀ * e₀ - (1 + C₀) * m₀) = 0 by ring] at h
      exact h
    · rw [hc, sub_self, mul_zero] at h
      exact h

end

end TPSSSlowlyVarying
```

```lean
#print axioms TPSSSlowlyVarying.second_order_iff
#print axioms TPSSSlowlyVarying.tendsto_of_quadratic_ratio
#print axioms TPSSSlowlyVarying.fourth_order_agreement_iff
```

```
'TPSSSlowlyVarying.second_order_iff' depends on axioms: [propext, Classical.choice, Quot.sound]
'TPSSSlowlyVarying.tendsto_of_quadratic_ratio' depends on axioms: [propext, Classical.choice, Quot.sound]
'TPSSSlowlyVarying.fourth_order_agreement_iff' depends on axioms: [propext, Classical.choice, Quot.sound]
```

## Reading the definitions and theorems

The functions `revPKZB` and `tpss` are the two energy formulas above, with real numbers as arguments. `kF`, `tauTF`, `tauW` and `reducedGradient` are k_F, τ_TF, τ_W and s in atomic units, and `tauTF` is the spin-unpolarised expression. The filter `𝓝[≠] 0` means that t approaches zero through nonzero values, from both sides. `Tendsto` then states convergence, so e₀, m₀ and C₀ are limits and need not be the values of the functions at t = 0.

`tpss_slowly_varying` is the main statement. Its hypotheses are a positive density and the convergence of `C`, `e`, `m` and `τ`, the last to `tauTF n`. `fourth_order_agreement_iff` says when the fourth-order limit is zero.

`tendsto_fourth_order` also assumes that `C`, `e` and `m` converge, but of z it asks only that z/t² converge to some real w, of either sign. `second_order_iff` has the same hypotheses and gives the equivalence for β; `tendsto_kinetic_ratio` supplies the condition on z when τ tends to the Thomas–Fermi value. `tendsto_of_quadratic_ratio` treats the simple model z = w t² with constant C and with e and m continuous at zero.

## How Lean reaches the limit

`tpss_sub_pbe` is the exact identity, which `ring` verifies after the definitions are unfolded. In `tendsto_fourth_order`, `hz0` shows that z vanishes and `hr` that r converges. The limit rules for sums and products then give `h`, the limit of the two divided terms, and `tpss_sub_pbe` converts those terms back into the energy difference.

In `second_order_iff`, `hD` is the statement that the difference divided by t² vanishes. Subtracting or adding it gives the two directions of the equivalence.

`tendsto_kinetic_ratio` uses the quadratic scaling of τ_W, recorded as `hW`, and the algebraic identity `hlim`, which turns τ_W/τ_TF at gradient g into 5s²/3. `tpss_slowly_varying` passes this ratio to `tendsto_fourth_order`. For the zero criterion, `tendsto_nhds_unique` forces the computed coefficient to equal zero, and one of its two factors must then vanish; the converse substitutes either condition into the limit.

## Local energies in a limit where τ is prescribed

The theorems guarantee the limit for every real d and for any functions that satisfy the convergence hypotheses. They give no error bound at finite t, so they do not say how small a gradient must be before the factor 16 appears.

The convergence of τ to the Thomas–Fermi value is assumed, not derived from orbitals. It stands for the physical condition that the electrons near the point behave like a uniform gas of the local density. Without such a condition the result can fail. In a region with a single occupied spin orbital that is real, τ = τ_W and z = 1 however small the gradient, and m = e. Then r = 0, the TPSS correlation energy is zero, and the difference from PBE is −e.

In a spin-polarised gas, τ tends to a different uniform-gas value. The general theorem `tendsto_fourth_order` still applies with the corresponding w, but the coefficient 5s²/3 belongs to the unpolarised case.

PBE enters only through the functions e and m. Its formula is not in the file, and neither the existence nor the value of β is established for it. The statements concern the energy per electron at one point; passing to total energies would require control of the limit across the whole integration region, and passing to potentials would require control of derivatives.
